# Upper-half-plane zeros of the s-wave Jost function lie at negative energy for a real potential

An s-wave electron meets a single spherical scatterer whose real potential ends at radius $R$, and at certain complex wave numbers $\kappa$ the radial wave inside, which is $r$ times the wavefunction, joins smoothly onto a multiple of $e^{i\kappa r}$ outside. If such a $\kappa$ has a positive imaginary part, so that the outer wave decays, can its energy, which is $\kappa^2$ in units where $\hbar^2/2m = 1$, be anything but real and negative?

```lean
import Mathlib

open Set

namespace JostZeros

noncomputable section

/-- `u`, with slope `v`, solves the radial equation `u'' = (V - κ²) u` on `[0, R]` and
vanishes at the origin. -/
structure IsRegularSolution (V : ℝ → ℝ) (κ : ℂ) (R : ℝ) (u v : ℝ → ℂ) : Prop where
  deriv_u : ∀ r ∈ Icc 0 R, HasDerivWithinAt u (v r) (Icc 0 R) r
  deriv_v : ∀ r ∈ Icc 0 R, HasDerivWithinAt v (((V r : ℂ) - κ ^ 2) * u r) (Icc 0 R) r
  origin : u 0 = 0

/-- The Jost function `exp(iκR) (u'(R) - iκ u(R))` of a radial wave `u` with slope `v`. -/
def jost (κ : ℂ) (R : ℝ) (u v : ℝ → ℂ) : ℂ :=
  Complex.exp (Complex.I * κ * R) * (v R - Complex.I * κ * u R)

/-- The radial flux `Im (u* u')`. -/
def flux (u v : ℝ → ℂ) (r : ℝ) : ℝ := (star (u r) * v r).im

variable {V : ℝ → ℝ} {κ : ℂ} {R : ℝ} {u v : ℝ → ℂ}

/-- The Jost function vanishes exactly when the slope at `R` is `iκ` times the wave. -/
theorem jost_eq_zero_iff : jost κ R u v = 0 ↔ v R = Complex.I * κ * u R := by
  unfold jost
  rw [mul_eq_zero, or_iff_right (Complex.exp_ne_zero _), sub_eq_zero]

/-- The Jost function vanishes exactly when the wave matches, in value and slope at `R`,
a multiple of the exterior wave `exp(iκr)`. -/
theorem jost_eq_zero_iff_matches : jost κ R u v = 0 ↔
    ∃ c : ℂ, u R = c * Complex.exp (Complex.I * κ * R) ∧
      v R = c * (Complex.I * κ * Complex.exp (Complex.I * κ * R)) := by
  rw [jost_eq_zero_iff]
  constructor
  · intro hv
    obtain ⟨c, hc⟩ : ∃ c : ℂ, c * Complex.exp (Complex.I * κ * R) = u R :=
      ⟨u R / Complex.exp (Complex.I * κ * R), div_mul_cancel₀ _ (Complex.exp_ne_zero _)⟩
    exact ⟨c, hc.symm, by linear_combination hv - Complex.I * κ * hc⟩
  · rintro ⟨c, h1, h2⟩
    rw [h1, h2]
    ring

/-- For a real potential the flux changes at the rate `-2 Re κ Im κ |u|²`. -/
theorem flux_deriv (h : IsRegularSolution V κ R u v) (r : ℝ) (hr : r ∈ Icc 0 R) :
    HasDerivWithinAt (flux u v) (-(2 * κ.re * κ.im) * Complex.normSq (u r)) (Icc 0 R) r := by
  have h1 := Complex.imCLM.hasFDerivAt.comp_hasDerivWithinAt r
    ((h.deriv_u r hr).star.mul (h.deriv_v r hr))
  refine HasDerivWithinAt.congr_deriv h1 ?_
  simp only [Complex.imCLM_apply, Complex.add_im, Complex.mul_im, Complex.mul_re,
    Complex.sub_re, Complex.sub_im, Complex.star_def, Complex.conj_re, Complex.conj_im,
    Complex.ofReal_re, Complex.ofReal_im, pow_two, Complex.normSq_apply]
  ring

/-- Flux balance at a zero of the Jost function:
`Re κ (|u(R)|² + 2 Im κ ∫ |u|²) = 0`, the integral running over `[0, R]`. -/
theorem flux_balance (h : IsRegularSolution V κ R u v) (hR : 0 ≤ R)
    (hJ : jost κ R u v = 0) :
    κ.re * (Complex.normSq (u R) + 2 * κ.im * ∫ r in (0 : ℝ)..R, Complex.normSq (u r)) = 0 := by
  have hu : ContinuousOn u (Icc 0 R) := fun r hr => (h.deriv_u r hr).continuousWithinAt
  have hN : ContinuousOn (fun r => Complex.normSq (u r)) (Icc 0 R) :=
    Complex.continuous_normSq.comp_continuousOn hu
  have hint : IntervalIntegrable
      (fun r => -(2 * κ.re * κ.im) * Complex.normSq (u r)) MeasureTheory.volume 0 R := by
    apply ContinuousOn.intervalIntegrable
    rw [uIcc_of_le hR]
    exact continuousOn_const.mul hN
  -- integrate the rate of change of the flux from the origin to the sphere
  have key := intervalIntegral.integral_eq_sub_of_hasDerivAt_of_le hR
    (fun r hr => (flux_deriv h r hr).continuousWithinAt)
    (fun r hr => (flux_deriv h r (Ioo_subset_Icc_self hr)).hasDerivAt
      (Icc_mem_nhds hr.1 hr.2)) hint
  rw [intervalIntegral.integral_const_mul] at key
  have h0 : flux u v 0 = 0 := by simp [flux, h.origin]
  have h1 : flux u v R = κ.re * Complex.normSq (u R) := by
    rw [flux, jost_eq_zero_iff.1 hJ]
    simp only [Complex.mul_im, Complex.mul_re, Complex.I_re, Complex.I_im, Complex.star_def,
      Complex.conj_re, Complex.conj_im, Complex.normSq_apply]
    ring
  linear_combination -key - h1 + h0

/-- For a regular solution that is not identically zero on `[0, R]`, a zero of the Jost function in
the upper half-plane lies on the imaginary axis, and its energy `κ²` is real and negative. -/
theorem jost_zero_negative_energy (h : IsRegularSolution V κ R u v) (hκ : 0 < κ.im)
    (hne : ∃ r ∈ Icc 0 R, u r ≠ 0) (hJ : jost κ R u v = 0) :
    κ.re = 0 ∧ (κ ^ 2).im = 0 ∧ (κ ^ 2).re < 0 := by
  obtain ⟨c, hc, huc⟩ := hne
  have hc0 : c ≠ 0 := fun e => huc (by rw [e, h.origin])
  have hR : 0 < R := lt_of_lt_of_le (lt_of_le_of_ne hc.1 (Ne.symm hc0)) hc.2
  have hN : ContinuousOn (fun r => Complex.normSq (u r)) (Icc 0 R) :=
    Complex.continuous_normSq.comp_continuousOn
      (fun r hr => (h.deriv_u r hr).continuousWithinAt)
  have hpos : 0 < ∫ r in (0 : ℝ)..R, Complex.normSq (u r) :=
    intervalIntegral.integral_pos hR hN (fun r _ => Complex.normSq_nonneg _)
      ⟨c, hc, Complex.normSq_pos.2 huc⟩
  -- the bracket in the flux balance is positive
  have hre : κ.re = 0 := by
    rcases mul_eq_zero.1 (flux_balance h hR.le hJ) with h1 | h1
    · exact h1
    · exfalso
      have h2 := Complex.normSq_nonneg (u R)
      have h3 := mul_pos hκ hpos
      nlinarith
  refine ⟨hre, ?_, ?_⟩
  · rw [pow_two, Complex.mul_im, hre]
    ring
  · rw [pow_two, Complex.mul_re, hre]
    nlinarith [mul_pos hκ hκ]

/-- For a regular solution that is not identically zero on `[0, R]`, at a zero of the Jost function
in the upper half-plane, the potential lies below `Re κ²` somewhere inside the sphere. -/
theorem exists_potential_lt_energy (h : IsRegularSolution V κ R u v) (hκ : 0 < κ.im)
    (hne : ∃ r ∈ Icc 0 R, u r ≠ 0) (hJ : jost κ R u v = 0) :
    ∃ r ∈ Ioo 0 R, V r < (κ ^ 2).re := by
  by_contra hcon
  have hV : ∀ r ∈ Ioo 0 R, (κ ^ 2).re ≤ V r :=
    fun r hr => le_of_not_gt fun hlt => hcon ⟨r, hr, hlt⟩
  obtain ⟨c, hc, huc⟩ := hne
  have hR : 0 ≤ R := hc.1.trans hc.2
  have hG : ∀ r ∈ Icc 0 R, HasDerivWithinAt (fun s => (star (u s) * v s).re)
      (Complex.normSq (v r) + (V r - (κ ^ 2).re) * Complex.normSq (u r)) (Icc 0 R) r := by
    intro r hr
    have h1 := Complex.reCLM.hasFDerivAt.comp_hasDerivWithinAt r
      ((h.deriv_u r hr).star.mul (h.deriv_v r hr))
    refine HasDerivWithinAt.congr_deriv h1 ?_
    simp only [Complex.reCLM_apply, Complex.add_re, Complex.mul_im, Complex.mul_re,
      Complex.sub_re, Complex.sub_im, Complex.star_def, Complex.conj_re, Complex.conj_im,
      Complex.ofReal_re, Complex.ofReal_im, Complex.normSq_apply]
    ring
  have hN : ∀ r ∈ Icc 0 R, HasDerivWithinAt (fun s => Complex.normSq (u s))
      (2 * (star (u r) * v r).re) (Icc 0 R) r := by
    intro r hr
    have e : (fun s => Complex.normSq (u s)) = fun s => (star (u s) * u s).re := by
      funext s
      simp only [Complex.mul_re, Complex.star_def, Complex.conj_re, Complex.conj_im,
        Complex.normSq_apply]
      ring
    rw [e]
    have h1 := Complex.reCLM.hasFDerivAt.comp_hasDerivWithinAt r
      ((h.deriv_u r hr).star.mul (h.deriv_u r hr))
    refine HasDerivWithinAt.congr_deriv h1 ?_
    simp only [Complex.reCLM_apply, Complex.add_re, Complex.mul_re, Complex.star_def,
      Complex.conj_re, Complex.conj_im]
    ring
  -- without a classically allowed region, `Re (u* u')` grows from zero
  have hGm : MonotoneOn (fun s => (star (u s) * v s).re) (Icc 0 R) := by
    refine monotoneOn_of_hasDerivWithinAt_nonneg (convex_Icc 0 R)
      (fun r hr => (hG r hr).continuousWithinAt)
      (fun r hr => (hG r (interior_subset hr)).mono interior_subset) ?_
    intro r hr
    rw [interior_Icc] at hr
    exact add_nonneg (Complex.normSq_nonneg _)
      (mul_nonneg (sub_nonneg.2 (hV r hr)) (Complex.normSq_nonneg _))
  have hG0 : ∀ r ∈ Icc 0 R, 0 ≤ (star (u r) * v r).re := by
    intro r hr
    have h1 := hGm (left_mem_Icc.2 hR) hr hr.1
    simpa [h.origin] using h1
  -- hence `|u|²` grows too, which the decaying exterior wave forbids
  have hNm : MonotoneOn (fun s => Complex.normSq (u s)) (Icc 0 R) :=
    monotoneOn_of_hasDerivWithinAt_nonneg (convex_Icc 0 R)
      (fun r hr => (hN r hr).continuousWithinAt)
      (fun r hr => (hN r (interior_subset hr)).mono interior_subset)
      (fun r hr => mul_nonneg zero_le_two (hG0 r (interior_subset hr)))
  have hend : (star (u R) * v R).re = -(κ.im * Complex.normSq (u R)) := by
    rw [jost_eq_zero_iff.1 hJ]
    simp only [Complex.mul_im, Complex.mul_re, Complex.I_re, Complex.I_im, Complex.star_def,
      Complex.conj_re, Complex.conj_im, Complex.normSq_apply]
    ring
  have h1 := hG0 R (right_mem_Icc.2 hR)
  have h2 : Complex.normSq (u c) ≤ Complex.normSq (u R) := hNm hc (right_mem_Icc.2 hR) hc.2
  have h3 := mul_pos hκ (lt_of_lt_of_le (Complex.normSq_pos.2 huc) h2)
  linarith

/-- The wave `sin(kr)`. -/
def wellWave (k r : ℝ) : ℂ := (Real.sin (k * r) : ℝ)

/-- The slope `k cos(kr)`. -/
def wellSlope (k r : ℝ) : ℂ := (k * Real.cos (k * r) : ℝ)

/-- In a square well of depth `k² + q²`, the wave `sin(kr)` is a regular solution at
`κ = iq`. -/
theorem squareWell_regular (k q R : ℝ) :
    IsRegularSolution (fun _ => -(k ^ 2 + q ^ 2)) (Complex.I * q) R
      (wellWave k) (wellSlope k) := by
  have h0 : ∀ r : ℝ, HasDerivAt (fun s : ℝ => k * s) k r := fun r =>
    ((hasDerivAt_id' r).const_mul k).congr_deriv (mul_one k)
  refine ⟨fun r _ => ?_, fun r _ => ?_, by simp [wellWave]⟩
  · refine HasDerivAt.hasDerivWithinAt (HasDerivAt.congr_deriv (h0 r).sin.ofReal_comp ?_)
    simp only [wellSlope, Complex.ofReal_mul]
    ring
  · refine HasDerivAt.hasDerivWithinAt
      (HasDerivAt.congr_deriv ((h0 r).cos.const_mul k).ofReal_comp ?_)
    simp only [wellWave, Complex.ofReal_mul, Complex.ofReal_neg, Complex.ofReal_add,
      Complex.ofReal_pow]
    linear_combination (q : ℂ) ^ 2 * ((Real.sin (k * r) : ℝ) : ℂ) * Complex.I_sq

/-- The Jost function of `sin(kr)` vanishes at `κ = iq` exactly when
`k cos(kR) + q sin(kR) = 0`. -/
theorem squareWell_jost_zero_iff (k q R : ℝ) :
    jost (Complex.I * q) R (wellWave k) (wellSlope k) = 0 ↔
      k * Real.cos (k * R) + q * Real.sin (k * R) = 0 := by
  have e : wellSlope k R - Complex.I * (Complex.I * q) * wellWave k R =
      ((k * Real.cos (k * R) + q * Real.sin (k * R) : ℝ) : ℂ) := by
    simp only [wellSlope, wellWave, Complex.ofReal_mul, Complex.ofReal_add]
    linear_combination -(q : ℂ) * ((Real.sin (k * R) : ℝ) : ℂ) * Complex.I_sq
  unfold jost
  rw [mul_eq_zero, or_iff_right (Complex.exp_ne_zero _), e, Complex.ofReal_eq_zero]

/-- The well `V = -2` of radius `3π/4` has the regular solution `sin r` at `κ = i`, which is
not identically zero and whose Jost function vanishes. -/
theorem jost_zero_witness :
    IsRegularSolution (fun _ => -2) Complex.I (3 * Real.pi / 4) (wellWave 1) (wellSlope 1) ∧
      (∃ r ∈ Icc 0 (3 * Real.pi / 4), wellWave 1 r ≠ 0) ∧
      jost Complex.I (3 * Real.pi / 4) (wellWave 1) (wellSlope 1) = 0 := by
  have e : Complex.I * ((1 : ℝ) : ℂ) = Complex.I := by simp
  have eV : (fun _ : ℝ => -((1 : ℝ) ^ 2 + 1 ^ 2)) = fun _ => (-2 : ℝ) := by
    funext _
    norm_num
  have h1 := squareWell_regular 1 1 (3 * Real.pi / 4)
  have h2 := squareWell_jost_zero_iff 1 1 (3 * Real.pi / 4)
  rw [eV, e] at h1
  rw [e] at h2
  refine ⟨h1, ⟨Real.pi / 2, ⟨?_, ?_⟩, ?_⟩, h2.2 ?_⟩
  · linarith [Real.pi_pos]
  · linarith [Real.pi_pos]
  · simp [wellWave]
  · simp only [one_mul]
    rw [show 3 * Real.pi / 4 = Real.pi - Real.pi / 4 by ring, Real.cos_pi_sub,
      Real.sin_pi_sub, Real.cos_pi_div_four, Real.sin_pi_div_four]
    ring

end

end JostZeros
```

```lean
#print axioms JostZeros.jost_eq_zero_iff_matches
#print axioms JostZeros.jost_zero_negative_energy
#print axioms JostZeros.exists_potential_lt_energy
```

```
'JostZeros.jost_eq_zero_iff_matches' depends on axioms: [propext, Classical.choice, Quot.sound]
'JostZeros.jost_zero_negative_energy' depends on axioms: [propext, Classical.choice, Quot.sound]
'JostZeros.exists_potential_lt_energy' depends on axioms: [propext, Classical.choice, Quot.sound]
```

## The radial problem and its Jost function

Energies are measured in units where $\hbar^2/2m = 1$. The radial wave $u(r)$, which is $r$ times the s-wave part of the wavefunction, obeys

$$u'' = (V - \kappa^2)\,u \quad \text{on } [0,R], \qquad u(0) = 0.$$

`IsRegularSolution V κ R u v` records this as a first-order system: `v` is the derivative of `u`, and $(V-\kappa^2)u$ is the derivative of `v`. Derivatives are taken within `Icc 0 R`, so they are one-sided at the two ends. The type `V : ℝ → ℝ` makes the potential real, while `κ` and the values of `u` are complex.

The definition `jost` is

$$J = e^{i\kappa R}\,\bigl(u'(R) - i\kappa\, u(R)\bigr).$$

Rescaling $u$ rescales $J$, so no normalisation is imposed and the zeros don't depend on one. Since the exponential never vanishes, $J = 0$ means $u'(R) = i\kappa u(R)$, which is `jost_eq_zero_iff`. Equivalently, there is a constant $c$ such that $u$ agrees at $R$ with $c\,e^{i\kappa r}$ in value and slope; `jost_eq_zero_iff_matches` obtains it as $c = u(R)e^{-i\kappa R}$.

The main theorem, `jost_zero_negative_energy`, assumes a regular solution, $\operatorname{Im}\kappa > 0$ (`hκ`), a point of $[0,R]$ where $u \neq 0$ (`hne`) and $J = 0$ (`hJ`). It concludes that $\operatorname{Re}\kappa = 0$, that $\kappa^2$ has no imaginary part and that its real part is negative. The condition `hne` excludes the zero function, for which $J$ vanishes at every $\kappa$.

The potential outside the sphere enters only through the choice of $e^{i\kappa r}$, the free s-wave solution. Higher angular momenta, which need Hankel functions there, are not treated. Continuity of $V$ is not assumed, but the equation must hold at every point, which rules out a step in $V$ at an interior point where $u \neq 0$. A jump at $R$ itself is allowed. At the origin the equation requires $u''(0) = 0$, which excludes a nuclear Coulomb term, $-2Z/r$ in Rydberg units: there $u''(0) = -2Z\,u'(0) \neq 0$. The flux argument below can be adapted to steps and to a Coulomb term, but the Lean theorems don't cover them. The theorem locates zeros; it does not say that a given well has any.

## Flux balance forces the zero onto the imaginary axis

Take the radial flux $F(r) = \operatorname{Im}(u^* u')$, which is, up to a constant factor, the total probability current through the sphere of radius $r$. By the product rule,

$$F' = \operatorname{Im}\bigl(|u'|^2 + u^* u''\bigr) = \operatorname{Im}\bigl((V-\kappa^2)|u|^2\bigr) = -2\operatorname{Re}\kappa\,\operatorname{Im}\kappa\,|u|^2 .$$

The real potential drops out. At the origin $F(0) = 0$, and at the sphere the matching condition gives

$$F(R) = \operatorname{Im}\bigl(i\kappa\,|u(R)|^2\bigr) = \operatorname{Re}\kappa\,|u(R)|^2 .$$

Integrating $F'$ from $0$ to $R$ and collecting terms,

$$\operatorname{Re}\kappa\,\Bigl(|u(R)|^2 + 2\operatorname{Im}\kappa \int_0^R |u|^2\,dr\Bigr) = 0 .$$

The first term in the bracket is non-negative. The second is positive, because $u$ is continuous and not identically zero. Hence $\operatorname{Re}\kappa = 0$ and $\kappa^2 = -(\operatorname{Im}\kappa)^2 < 0$. The exterior wave is then a multiple of $e^{-qr}$ with $q = \operatorname{Im}\kappa$, the tail of a bound state.

The Lean proof follows the same path. `flux_deriv` applies the product rule to `star u * v`, takes the imaginary part as a continuous linear map, and finishes by expanding real and imaginary parts. `flux_balance` uses the fundamental theorem of calculus, evaluates the flux at both ends and combines the three equations with `linear_combination`. In the main theorem, the point where $u \neq 0$ cannot be the origin, so $R > 0$; `intervalIntegral.integral_pos` then makes the integral positive, and the vanishing product is split into its two factors.

## The potential must dip below the energy

`exists_potential_lt_energy` adds that, under the same hypotheses, $V(r) < \operatorname{Re}\kappa^2$ for some $r$ strictly between $0$ and $R$: there is a classically allowed region. Suppose there were none, and put $G = \operatorname{Re}(u^* u')$. Then

$$G' = |u'|^2 + (V - \operatorname{Re}\kappa^2)\,|u|^2 \ge 0, \qquad G(0) = 0,$$

so $G \ge 0$ on $[0,R]$. Since $(|u|^2)' = 2G$, the density $|u|^2$ never decreases, and $|u(R)|^2$ is at least as large as its value at a point where $u \neq 0$. So $u(R) \neq 0$. But the matching condition gives $G(R) = -\operatorname{Im}\kappa\,|u(R)|^2 < 0$, a contradiction.

In the code, `hG` and `hN` are the two derivative formulas, `hGm` and `hNm` the two monotonicity statements, and `hend` the value of $G(R)$.

## A square well with numbers

For constant $V = -(k^2+q^2)$ and $\kappa = iq$, with $k$ and $q$ real, the equation becomes $u'' = -k^2 u$, solved by $u = \sin kr$. `squareWell_regular` checks this by differentiation. Because $-i\kappa = q$, `squareWell_jost_zero_iff` finds that the Jost function vanishes exactly when

$$k\cos kR + q\sin kR = 0 ,$$

which for $k \neq 0$, $q > 0$ and $R > 0$ is the familiar s-wave bound-state condition.

Take $k = q = 1$ and $R = 3\pi/4 \approx 2.356$, the case in `jost_zero_witness`. The well has $V = -2$ and the energy is $\kappa^2 = -1$, above the bottom of the well as required. At the sphere $u(R) = \sin(3\pi/4) \approx 0.707$ and $u'(R) = \cos(3\pi/4) \approx -0.707$, so $u'(R) + q\,u(R) = 0$. The bracket in the flux balance can also be evaluated:

$$|u(R)|^2 + 2\int_0^R \sin^2 r\,dr = \tfrac12 + \Bigl(\tfrac{3\pi}{4} + \tfrac12\Bigr) \approx 3.356 ,$$

which is positive, so only $\operatorname{Re}\kappa = 0$ can satisfy the balance.

## Searching for bound states in a single-site code

For an s-wave on one site with a real potential of finite range that is continuous on $[0,R]$, and so has no Coulomb singularity, the result reduces a search over the upper half of the complex $\kappa$ plane to a search along a line. A program can set $\kappa = iq$ with $q > 0$, integrate the radial equation outward from $u(0) = 0$, $u'(0) = 1$, and evaluate

$$D(q) = u'(R) + q\,u(R) .$$

This is the Jost function without its positive factor $e^{-qR}$. Everything in it is real, so a sign change of $D$ brackets a bound state and bisection refines it. If a general complex root finder returns a zero with $\operatorname{Im}\kappa > 0$ and $\operatorname{Re}\kappa$ clearly different from zero, it is not a zero of this problem. Possible causes include an inaccurate integration, a wrong sign in the matching condition and a potential that has acquired an imaginary part.
